# Selected inversion of a matrix A = LDLᵀ stays on the filled pattern

Suppose a sparse symmetric matrix $A$ has been factorised as $A = LDL^T$, with $L$ unit lower triangular and $D$ diagonal, and only some entries of $Z = A^{-1}$ are wanted, such as the diagonal. A recursion gives column $j$ of $Z$ from later columns, but it asks for every $Z_{ik}$ in which $i$ and $k$ are both rows below the diagonal where column $j$ of $L$ is nonzero. If such an entry is not among those being kept, it has to be computed as well, and it may call for others in turn. Keeping only the positions where $A$ is nonzero is therefore not always enough, as the $3\times 3$ example at the end shows.

It is enough to keep the diagonal and all filled pairs. Two distinct indices form a filled pair if the graph of $A$ joins them by a path whose interior vertices are all eliminated before both of them. This set, the filled pattern, contains every position where $A$ is nonzero, possibly with others, and is read off from the graph of $A$ and the elimination order. If two distinct indices both come after $j$ and each forms a filled pair with $j$, they also form a filled pair with each other, so the recursion never asks for an entry outside the set. In electronic structure this applies to the one-electron Green's function $(zS-H)^{-1}$ at a complex energy $z$, when the Hamiltonian matrix $H$ and the overlap matrix $S$ in a finite localised basis are real symmetric and sparse. The equilibrium electron density can be built from such inverses at several energies, and it needs only their entries between basis functions that overlap in space.

## Filled neighbours

In Lean 4 with Mathlib:

```lean
import Mathlib

open Matrix

namespace SelectedInversion

variable {V : Type*} [LinearOrder V]
```

The type `V` is the set of vertices, which label the rows and columns of the matrix. `LinearOrder V` puts them in a sequence, the elimination order: $k < i$ means that $k$ is eliminated before $i$.

```lean
/-- Distinct vertices `i`, `j` are filled neighbours if a path of `G` joins them whose
interior vertices all come before both `i` and `j` in the elimination order. -/
def FilledAdj (G : SimpleGraph V) (i j : V) : Prop :=
  i ≠ j ∧ ∃ p : G.Walk i j, p.IsPath ∧ ∀ v ∈ p.support, v ≠ i → v ≠ j → v < min i j
```

`SimpleGraph V` is an undirected graph without loops, and `G.Walk i j` is the type of walks from $i$ to $j$ along its edges. `p.IsPath` says that the walk $p$ repeats no vertex, and `p.support` lists the vertices it visits. A chain of arrows such as `v ≠ i → v ≠ j → v < min i j` is read as "if the first and the second hold, then the third". So `FilledAdj G i j` says that $i \neq j$ and that some path joins them whose interior vertices all lie below $\min(i,j)$.

```lean
/-- For distinct end points, a walk suffices in place of a path: if all its vertices other
than the end points come before both of them, the end points are filled neighbours. -/
theorem FilledAdj.of_walk {G : SimpleGraph V} {i j : V} (hij : i ≠ j) (p : G.Walk i j)
    (hp : ∀ v ∈ p.support, v ≠ i → v ≠ j → v < min i j) : FilledAdj G i j :=
  ⟨hij, p.bypass, p.bypass_isPath,
    fun v hv => hp v (p.support_bypass_subset_support hv)⟩
```

In the theorems here the named hypotheses stand in brackets after the theorem's name, then come a colon and the conclusion, and the proof follows `:=`. Here the conclusion is that a walk is as good as a path. If a walk visits a vertex twice, cut out the stretch between the two visits, and repeat until no vertex recurs. Cutting adds no vertices, so the condition on the interior survives. `p.bypass` is the shortened walk.

```lean
/-- Being filled neighbours is a symmetric relation. -/
theorem FilledAdj.symm {G : SimpleGraph V} {i j : V} (h : FilledAdj G i j) :
    FilledAdj G j i := by
  obtain ⟨hij, p, _, hp⟩ := h
  refine FilledAdj.of_walk hij.symm p.reverse ?_
  intro v hv hj hi
  rw [min_comm]
  exact hp v (by simpa using hv) hi hj
```

Reversing a path changes neither its vertices nor $\min(i,j)$, so the relation is symmetric.

```lean
/-- Every edge of the original graph is kept in the filled graph. -/
theorem FilledAdj.of_adj {G : SimpleGraph V} {i j : V} (h : G.Adj i j) :
    FilledAdj G i j := by
  refine FilledAdj.of_walk h.ne (SimpleGraph.Walk.cons h SimpleGraph.Walk.nil) ?_
  intro v hv hi hj
  have hv' : v = i ∨ v = j := by simpa using hv
  exact (hv'.elim hi hj).elim
```

An edge is a walk with no interior vertices, so there is nothing to check: every edge of $G$ is a filled pair.

## The later neighbours of a vertex form a clique

```lean
/-- If distinct `i` and `j` both come after `k` and are both filled neighbours of `k`,
then they are filled neighbours of each other. -/
theorem FilledAdj.of_common {G : SimpleGraph V} {i j k : V} (hi : FilledAdj G k i)
    (hj : FilledAdj G k j) (hki : k < i) (hkj : k < j) (hij : i ≠ j) :
    FilledAdj G i j := by
  obtain ⟨_, p, _, hp⟩ := hi
  obtain ⟨_, q, _, hq⟩ := hj
  -- walk from `i` down to `k`, then up to `j`
  refine FilledAdj.of_walk hij (p.reverse.append q) ?_
  intro v hv hvi hvj
  by_cases hvk : v = k
  · rw [hvk]
    exact lt_min hki hkj
  · have hlt : v < k := by
      rcases (SimpleGraph.Walk.mem_support_append_iff _ _).1 hv with h | h
      · exact (hp v (by simpa using h) hvk hvi).trans_le (min_le_left _ _)
      · exact (hq v h hvk hvj).trans_le (min_le_left _ _)
    exact lt_min (hlt.trans hki) (hlt.trans hkj)
```

Let $i$ and $j$ be distinct, both later than $k$, and both filled neighbours of $k$. Follow the first path backwards from $i$ to $k$, then the second from $k$ to $j$. Let $v$ be a vertex of this walk other than $i$ and $j$.

- If $v = k$, then $v < \min(i,j)$ by assumption.
- Otherwise $v$ is an interior vertex of one of the two paths, so $v < \min(k,i) = k$ or $v < \min(k,j) = k$. Either way $v < k < \min(i,j)$.

The two paths may share vertices, so the joined route is only a walk, and `FilledAdj.of_walk` turns it into a path. In the proof, `p.reverse.append q` is the joined walk and `by_cases hvk : v = k` separates the two cases.

```lean
variable [Fintype V]

open Classical in
/-- The filled column of `k`: all filled neighbours of `k` that come after `k`. -/
noncomputable def column (G : SimpleGraph V) (k : V) : Finset V :=
  Finset.univ.filter (fun i => k < i ∧ FilledAdj G k i)
```

From here on the vertex set is finite. `column G k` collects the filled neighbours of $k$ that come after $k$. These are the rows below the diagonal where column $k$ of $L$ is allowed to be nonzero.

```lean
/-- Each filled column is a clique: any two distinct members are filled neighbours. -/
theorem column_clique (G : SimpleGraph V) (k : V) :
    (column G k : Set V).Pairwise (FilledAdj G) := by
  intro i hi j hj hij
  have hi' : k < i ∧ FilledAdj G k i := by simpa [column] using hi
  have hj' : k < j ∧ FilledAdj G k j := by simpa [column] using hj
  exact FilledAdj.of_common hi'.2 hj'.2 hi'.1 hj'.1 hij
```

`Pairwise` says that the relation holds between any two distinct members, so this is the previous theorem stated for a whole column.

## Where the factor can be nonzero

```lean
variable {K : Type*} [Field K]

/-- The factorisation `A = L D Lᵀ` with `L` unit lower triangular and `D` the diagonal
matrix of the pivots `d`. -/
structure IsLDL (A L : Matrix V V K) (d : V → K) : Prop where
  lower : ∀ i j, i < j → L i j = 0
  unit : ∀ i, L i i = 1
  factor : A = L * diagonal d * Lᵀ
```

The entries come from a field $K$, for instance the real or complex numbers. `IsLDL A L d` bundles three conditions:

$$L_{ij} = 0 \ \text{ for } i<j, \qquad L_{ii} = 1, \qquad A = L\,\mathrm{diag}(d)\,L^T .$$

The transpose carries no complex conjugation. Complex symmetric matrices are therefore covered, such as $zS - H$ with real symmetric $H$ and $S$ and a complex energy $z$, but a Hermitian matrix with complex off-diagonal entries is not. The factorisation is a hypothesis: it has to exist in the given order, without pivoting.

```lean
/-- If the off-diagonal nonzeros of `A` are edges of `G` and all pivots are nonzero, then
the nonzeros of `L` below the diagonal lie in the filled columns of `G`. -/
theorem factor_pattern {G : SimpleGraph V} {A L : Matrix V V K} {d : V → K}
    (hA : ∀ i j, i ≠ j → A i j ≠ 0 → G.Adj i j) (h : IsLDL A L d)
    (hd : ∀ j, d j ≠ 0) (j i : V) (hji : j < i) (hL : L i j ≠ 0) : i ∈ column G j := by
  suffices H : FilledAdj G j i by simpa [column] using And.intro hji H
  induction j using WellFoundedLT.induction generalizing i with
  | _ j ih =>
    by_contra hn
    have hA0 : A i j = 0 := by
      by_contra hne
      exact hn (FilledAdj.of_adj (hA i j hji.ne' hne)).symm
    have e : A i j = ∑ k, L i k * d k * L j k := by
      rw [h.factor, Matrix.mul_apply]
      simp only [Matrix.mul_diagonal, Matrix.transpose_apply]
    -- an earlier column containing both `i` and `j` would make them filled neighbours
    have s : ∑ k, L i k * d k * L j k = L i j * d j * L j j := by
      refine Finset.sum_eq_single j ?_ (fun hj => (hj (Finset.mem_univ j)).elim)
      intro k _ hkj
      rcases lt_or_gt_of_ne hkj with hk | hk
      · by_contra hne
        have h1 : L i k ≠ 0 := fun h0 => hne (by rw [h0, zero_mul, zero_mul])
        have h2 : L j k ≠ 0 := fun h0 => hne (by rw [h0, mul_zero])
        exact hn (FilledAdj.of_common (ih k hk j hk h2) (ih k hk i (hk.trans hji) h1)
          hk (hk.trans hji) hji.ne)
      · rw [h.lower j k hk, mul_zero]
    rw [hA0, s, h.unit, mul_one] at e
    exact mul_ne_zero hL (hd j) e.symm
```

The hypothesis `hA` ties the matrix to the graph: an off-diagonal nonzero of $A$ must be an edge of $G$. Extra edges are allowed. The claim is that if $j < i$ and $L_{ij} \neq 0$, then $i$ is in the filled column of $j$.

The argument is by induction on $j$, assuming the claim for all columns $k < j$. Suppose $L_{ij} \neq 0$ but $i$ and $j$ are not filled neighbours. Then they are not joined by an edge either, so

$$0 = A_{ij} = \sum_k L_{ik}\, d_k\, L_{jk}.$$

For $k > j$ the factor $L_{jk}$ is zero. For $k < j$, a nonzero term would need $L_{ik} \neq 0$ and $L_{jk} \neq 0$. By the induction hypothesis $i$ and $j$ would then both be in the filled column of $k$, and the clique property would make them filled neighbours, against the assumption. Only $k = j$ is left, and it gives $L_{ij} d_j = 0$, which is impossible because neither factor vanishes.

In the code, `by_contra hn` introduces the assumption to be refuted, and `Finset.sum_eq_single j` reduces the sum to its one surviving term. The theorem bounds the pattern from above: an entry of $L$ inside it may still vanish through numerical cancellation.

## The recursion for the inverse

```lean
/-- If `Z` is the inverse of `A = L D Lᵀ`, then `Z L D` has ones on the diagonal and
zeros below it. -/
theorem inverse_mul_factor {A L Z : Matrix V V K} {d : V → K} (h : IsLDL A L d)
    (hZ : Z * A = 1) (j i : V) (hji : j ≤ i) :
    (Z * L) i j * d j = if i = j then 1 else 0 := by
  induction j using WellFoundedLT.induction generalizing i with
  | _ j ih =>
    have e : (1 : Matrix V V K) i j = ∑ k, (Z * L) i k * d k * L j k := by
      rw [← hZ, h.factor, ← Matrix.mul_assoc, ← Matrix.mul_assoc, Matrix.mul_apply]
      simp only [Matrix.mul_diagonal, Matrix.transpose_apply]
    have s : ∑ k, (Z * L) i k * d k * L j k = (Z * L) i j * d j * L j j := by
      refine Finset.sum_eq_single j ?_ (fun hj => (hj (Finset.mem_univ j)).elim)
      intro k _ hkj
      rcases lt_or_gt_of_ne hkj with hk | hk
      · rw [ih k hk i (hk.le.trans hji), if_neg (hk.trans_le hji).ne', zero_mul]
      · rw [h.lower j k hk, mul_zero]
    rw [s, h.unit, mul_one, Matrix.one_apply] at e
    exact e.symm
```

From $ZLDL^T = 1$ one has $ZLD = (L^T)^{-1}$, which is upper triangular with unit diagonal. The theorem states the part of this that is needed:

$$(ZL)_{ij}\, d_j = \delta_{ij} \quad \text{for } j \le i .$$

The proof gets there without inverting $L^T$, again by induction on $j$. Write

$$\delta_{ij} = (ZA)_{ij} = \sum_k (ZL)_{ik}\, d_k\, L_{jk}.$$

Terms with $k > j$ vanish because $L_{jk} = 0$. Terms with $k < j$ vanish because $(ZL)_{ik} d_k = 0$ by the induction hypothesis, as $k < j \le i$. What remains is $(ZL)_{ij} d_j$.

```lean
/-- Selected inversion: let `Z` be the inverse of `A = L D Lᵀ`, where the off-diagonal
nonzeros of `A` are edges of `G`. Column `j` of `Z` on the filled pattern follows from `L`,
the nonzero pivot `d j` and entries of `Z` that are themselves diagonal or filled. -/
theorem selected_inversion {G : SimpleGraph V} {A L Z : Matrix V V K} {d : V → K}
    (hA : ∀ i j, i ≠ j → A i j ≠ 0 → G.Adj i j) (h : IsLDL A L d)
    (hZ : Z * A = 1) (j : V) :
    d j ≠ 0 ∧ Z j j = (d j)⁻¹ - ∑ k ∈ column G j, Z j k * L k j ∧
    ∀ i ∈ column G j, Z i j = -∑ k ∈ column G j, Z i k * L k j ∧
      ∀ k ∈ column G j, k = i ∨ FilledAdj G i k := by
  have hd : ∀ j, d j ≠ 0 := by
    intro j h0
    have := inverse_mul_factor h hZ j j le_rfl
    simp [h0] at this
  -- only the diagonal and the filled column contribute to `Z L`
  have hsum : ∀ i, (Z * L) i j = Z i j + ∑ k ∈ column G j, Z i k * L k j := by
    intro i
    have hj : j ∉ column G j := by simp [column]
    have s : ∑ k ∈ insert j (column G j), Z i k * L k j = ∑ k, Z i k * L k j := by
      refine Finset.sum_subset (Finset.subset_univ _) ?_
      intro k _ hk
      have h0 : L k j = 0 := by
        by_contra hne
        rcases lt_trichotomy k j with hlt | heq | hgt
        · exact hne (h.lower k j hlt)
        · exact hk (by rw [heq]; exact Finset.mem_insert_self _ _)
        · exact hk (Finset.mem_insert_of_mem (factor_pattern hA h hd j k hgt hne))
      rw [h0, mul_zero]
    rw [Matrix.mul_apply, ← s, Finset.sum_insert hj, h.unit, mul_one]
  refine ⟨hd j, ?_, ?_⟩
  · have e := inverse_mul_factor h hZ j j le_rfl
    rw [if_pos rfl, hsum] at e
    exact eq_sub_of_add_eq (eq_inv_of_mul_eq_one_left e)
  · intro i hi
    have hi' : j < i ∧ FilledAdj G j i := by simpa [column] using hi
    refine ⟨?_, ?_⟩
    · have e := inverse_mul_factor h hZ j i hi'.1.le
      rw [if_neg hi'.1.ne', hsum] at e
      exact eq_neg_of_add_eq_zero_left ((mul_eq_zero.mp e).resolve_right (hd j))
    · intro k hk
      by_cases hki : k = i
      · exact Or.inl hki
      · exact Or.inr (column_clique G j (Finset.mem_coe.2 hi) (Finset.mem_coe.2 hk)
          (Ne.symm hki))
```

The hypotheses are the link between $A$ and $G$, the factorisation, and $ZA = 1$. For square matrices of finite size this last equation makes $Z$ the inverse. The symbol `∧` means "and", and the conclusion says, for every $j$, that $d_j \neq 0$ and

$$Z_{jj} = \frac{1}{d_j} - \sum_{k \in \mathrm{column}(j)} Z_{jk} L_{kj}, \qquad Z_{ij} = -\sum_{k \in \mathrm{column}(j)} Z_{ik} L_{kj} \quad (i \in \mathrm{column}(j)),$$

and that in the second formula each $k$ is either $i$ itself or a filled neighbour of $i$.

The derivation takes four steps.

1. Setting $i = j$ in the previous theorem gives $(ZL)_{jj} d_j = 1$, so $d_j \neq 0$. Nonzero pivots are thus derived from the existence of $Z$.
2. Column $j$ of $L$ has a one on the diagonal and is otherwise zero outside the filled column. Hence $(ZL)_{ij} = Z_{ij} + \sum_{k \in \mathrm{column}(j)} Z_{ik} L_{kj}$, which is `hsum` in the code.
3. For $i = j$ the left side equals $1/d_j$. For $i$ in the filled column, $i > j$, so $(ZL)_{ij} d_j = 0$ and the left side is zero. Solving for $Z_{jj}$ and $Z_{ij}$ gives the two formulas.
4. Both $i$ and $k$ belong to the filled column of $j$, so `column_clique` makes them filled neighbours unless they are equal.

The entries $Z_{jk}$ in the diagonal formula are filled by the definition of the column. To use the formulas, start at the last vertex, where the column is empty and $Z_{jj} = 1/d_j$, and work backwards. For each $j$, compute first the $Z_{ij}$ and then $Z_{jj}$, using $Z_{jk} = Z_{kj}$, which follows from the symmetry of $A$. This ordering is a reading of the identities, while the theorem itself describes no algorithm and makes no statement about operation counts or rounding errors.

## A star with three vertices

```lean
/-- A matrix on the star graph with centre `0`, its factor and its inverse: the entry
`(2, 1)` vanishes in the matrix but not in the factor. -/
theorem selected_inversion_witness :
    (∀ i j : Fin 3, i ≠ j → (!![1, 1, 1; 1, 2, 0; 1, 0, 3] : Matrix _ _ ℚ) i j ≠ 0 →
      (SimpleGraph.fromRel (fun a _ : Fin 3 => a = 0)).Adj i j) ∧
    IsLDL (!![1, 1, 1; 1, 2, 0; 1, 0, 3] : Matrix (Fin 3) (Fin 3) ℚ)
      !![1, 0, 0; 1, 1, 0; 1, -1, 1] (fun _ => 1) ∧
    (!![6, -3, -2; -3, 2, 1; -2, 1, 1] : Matrix (Fin 3) (Fin 3) ℚ) *
      !![1, 1, 1; 1, 2, 0; 1, 0, 3] = 1 := by
  refine ⟨?_, ⟨?_, ?_, ?_⟩, ?_⟩
  · intro i j hij hne
    fin_cases i <;> fin_cases j <;> simp_all [SimpleGraph.fromRel_adj]
  · intro i j hij
    fin_cases i <;> fin_cases j <;> simp_all
  · intro i
    fin_cases i <;> simp
  · ext i j
    rw [Matrix.mul_apply]
    simp only [Matrix.mul_diagonal, Matrix.transpose_apply]
    fin_cases i <;> fin_cases j <;> norm_num [Fin.sum_univ_succ]
  · ext i j
    rw [Matrix.mul_apply]
    fin_cases i <;> fin_cases j <;> norm_num [Fin.sum_univ_succ]

end SelectedInversion
```

`Fin 3` is the set $\{0,1,2\}$, and the graph joins $0$ to $1$ and to $2$. The theorem confirms that the following matrices meet the hypotheses of `selected_inversion`, with all pivots equal to one:

$$A = \begin{pmatrix} 1&1&1\\1&2&0\\1&0&3 \end{pmatrix},\quad L = \begin{pmatrix} 1&0&0\\1&1&0\\1&-1&1 \end{pmatrix},\quad Z = \begin{pmatrix} 6&-3&-2\\-3&2&1\\-2&1&1 \end{pmatrix}.$$

Here $A_{21} = 0$ but $L_{21} = -1$: the path $2$–$0$–$1$ has the interior vertex $0$, which is eliminated first, so $1$ and $2$ are filled neighbours. The recursion gives

$$Z_{10} = -(Z_{11}L_{10} + Z_{12}L_{20}) = -(2 + 1) = -3 .$$

It needs $Z_{12}$, at a position where $A$ is zero. Someone who kept only the pattern of $A$ would be stuck at this point, whereas the filled pattern contains the entry.

```lean
#print axioms SelectedInversion.selected_inversion
-- 'SelectedInversion.selected_inversion' depends on axioms: [propext, Classical.choice, Quot.sound]
```
